# The best exponential trial energy in a cut-off one-dimensional Coulomb potential diverges as −2 log²(1/z₀)

Take the normalised state $\psi(z)=e^{-|z|/2}/\sqrt2$ on the line, in the attractive potential $-1/(|z|+z_0)$ with a small length $z_0>0$. In atomic units its kinetic energy is $1/8$ and its potential energy is $-\int_0^\infty e^{-z}/(z+z_0)\,dz$. Between $z_0$ and $1$ the integrand is roughly $1/z$, so the energy falls like $-\log(1/z_0)$.

A narrower state gains more. With decay constant $k$, the attraction is roughly $2kL$, where $L=\log(1/z_0)$, as long as $\log k$ is small beside $L$, and the kinetic cost is $k^2/2$. The balance $k^2/2-2kL$ is lowest at $k=2L$, where it equals $-2L^2$. The logarithm has become a squared logarithm.

## The trial energy and its limit

Let $\psi_k(z)=\sqrt k\,e^{-k|z|}$ with $k>0$, and let $E(k,z_0)$ be its energy. The claim is that $E(2L,z_0)/L^2\to-2$ as $z_0$ decreases to $0$.

**Energy.** The density is $\psi_k^2=k\,e^{-2k|z|}$, with integral $2k\cdot\frac1{2k}=1$. Away from $z=0$ we have $\psi_k'^2=k^2\psi_k^2$, so the kinetic energy is $k^2/2$. By reflection symmetry,
$$E(k,z_0)=\frac{k^2}2-2k\,I,\qquad I=\int_0^\infty\frac{e^{-az}}{z+z_0}\,dz,\quad a=2k.$$

**The integral.** Split at $z=1/a$. On the inner part $1-az\le e^{-az}\le1$, and $az/(z+z_0)\le a$, so
$$\frac1{z+z_0}-a\le\frac{e^{-az}}{z+z_0}\le\frac1{z+z_0}.$$
Since $\int_0^{1/a}dz/(z+z_0)=\log(1+\frac1{az_0})$, the inner part lies between this logarithm minus $1$ and the logarithm itself. On the tail $1/(z+z_0)\le a$, so the tail lies between $0$ and $\int_{1/a}^\infty a\,e^{-az}dz=e^{-1}\le1$. Hence $|I-\log(1+\frac1{az_0})|\le1$, and
$$\Bigl|E(k,z_0)-\Bigl(\frac{k^2}2-2k\log\Bigl(1+\frac1{2kz_0}\Bigr)\Bigr)\Bigr|\le2k.$$

**The limit.** Put $k=cL$ with $c>0$ fixed. Then $\log(1+\frac1{2kz_0})=L+m$ with $m=\log(z_0+\frac1{2cL})$. Once $z_0<1/2$ and $2cL\ge2$, we have $-\log(2cL)\le m\le0$, so
$$\Bigl|\frac{E(cL,z_0)}{L^2}-\Bigl(\frac{c^2}2-2c\Bigr)\Bigr|\le\frac{2c\,(1+\log(2cL))}{L}\to0.$$
Since $c^2/2-2c=(c-2)^2/2-2$, the best choice is $c=2$, with limit $-2$.

**No exponential does better at leading order.** Let $\Lambda=\log(1+1/z_0)$. From $1+uv\le(1+u)(1+v)$ and $\log(1+u)\le u$ with $u=\frac1{2k}$, $v=\frac1{z_0}$, we get $2k\log(1+\frac1{2kz_0})\le2k\Lambda+1$. Therefore
$$E(k,z_0)\ge\frac{k^2}2-2k(\Lambda+1)-1\ge-2(\Lambda+1)^2-1.$$
Since $\Lambda-L=\log(1+z_0)\to0$, this lower bound divided by $L^2$ also tends to $-2$.

**A numerical instance.** For $z_0=e^{-10}$ we have $L=10$ and $k=20$. The logarithm is $\log(1+e^{10}/40)\approx6.31$, so the estimate gives $200-40\cdot6.31\approx-52.5$, with an error of at most $40$. Thus $E/L^2$ lies between $-0.93$ and $-0.12$, still far from $-2$: the correction, of order $\log L/L$, dies out slowly.

**A softened potential.** Since $\sqrt{z^2+z_0^2}\le|z|+z_0$, the potential $-1/\sqrt{z^2+z_0^2}$ lies nowhere above the cut-off one. The same trial states therefore have energies at least as low in it, and the squared-logarithm upper bound carries over.

## Potential, state and energy in Lean

In a one-dimensional effective-mass model of an exciton in a thin wire, $z$ is the electron–hole separation and $z_0$ stands for the lateral size below which the one-dimensional Coulomb law fails. Atomic units here mean those of the reduced mass and the screened interaction.

```lean
import Mathlib

open MeasureTheory Set Filter Topology

namespace CutoffCoulombExciton

noncomputable section
```

The potential takes the cut-off as its first argument.

```lean
/-- The cut-off Coulomb potential `-1/(|z| + z0)` on the line, for a cut-off length `z0 > 0`. -/
def cutoffCoulomb (z0 z : ℝ) : ℝ := -1 / (|z| + z0)
```

The trial state is a real function on the whole line.

```lean
/-- The exponential trial state `√k exp(-k|z|)`, for `k > 0`. -/
def trial (k z : ℝ) : ℝ := Real.sqrt k * Real.exp (-k * |z|)
```

The functional `energy` uses the pointwise derivative and does not itself check normalisation. It is the physical energy for normalised functions that are continuous and piecewise continuously differentiable, such as `trial k` with $k>0$, when both integrals converge; a step function would wrongly get zero kinetic energy.

```lean
/-- The energy, in atomic units, of a normalised real wave function `ψ` in the potential `V`, for
`ψ` continuous and piecewise continuously differentiable and both integrands integrable: half the
integral of `ψ'²` plus the integral of `V ψ²`. -/
def energy (V ψ : ℝ → ℝ) : ℝ :=
  1 / 2 * (∫ z, deriv ψ z ^ 2) + ∫ z, V z * ψ z ^ 2
```

The file stops at trial energies in the cut-off potential: the step from there to an exciton's binding energy is the variational principle, which, like the softened potential, is treated only in prose.

## Norm and closed energy formula

Squaring the state gives the density.

```lean
/-- For `k > 0` the probability density of the trial state is `k exp(-2k|z|)`. -/
theorem trial_sq {k : ℝ} (hk : 0 < k) (z : ℝ) :
    trial k z ^ 2 = k * Real.exp (-(2 * k) * |z|) := by
  unfold trial
  rw [mul_pow, Real.sq_sqrt hk.le, ← Real.exp_nat_mul]
  congr 2
  push_cast
  ring
```

`integral_comp_abs` folds the line onto the half line, and the norm follows.

```lean
/-- For `k > 0` the trial state is normalised. -/
theorem trial_norm {k : ℝ} (hk : 0 < k) : ∫ z, trial k z ^ 2 = 1 := by
  simp_rw [trial_sq hk]
  calc ∫ z : ℝ, k * Real.exp (-(2 * k) * |z|)
      = 2 * ∫ z in Ioi (0 : ℝ), k * Real.exp (-(2 * k) * z) :=
        integral_comp_abs (f := fun x => k * Real.exp (-(2 * k) * x))
    _ = 1 := by
        rw [integral_const_mul, integral_exp_mul_Ioi (by linarith) 0, mul_zero, Real.exp_zero]
        field_simp
```

In the next proof, `hd` establishes $\psi_k'^2=k^2\psi_k^2$ almost everywhere, the cusp being a single point. The sign of $z$ enters as a number `s` with `s ^ 2 = 1`. Then `hkin` evaluates the integral of $\psi_k'^2$, which is twice the kinetic energy, and `hpot` writes the potential energy as an integral over the half line.

```lean
/-- For `k > 0` and a cut-off `z0 > 0`, the trial state has energy
`k²/2 - 2k ∫ exp(-2kz)/(z + z0) dz` in the cut-off Coulomb potential, with the integral over
`z > 0`. The formal identity also covers `z0 ≤ 0`, where the integral does not converge and Lean
gives it the value 0, so that it is then not a physical energy. -/
theorem energy_trial {k : ℝ} (hk : 0 < k) (z0 : ℝ) :
    energy (cutoffCoulomb z0) (trial k) =
      k ^ 2 / 2 - 2 * k * ∫ z in Ioi (0 : ℝ), Real.exp (-(2 * k) * z) / (z + z0) := by
  -- away from the cusp at the origin, `ψ'² = k² ψ²`
  have hd : (fun z => deriv (trial k) z ^ 2) =ᵐ[volume] fun z => k ^ 2 * trial k z ^ 2 := by
    filter_upwards [compl_mem_ae_iff.mpr (measure_singleton (0 : ℝ))] with z hz
    have hz' : z ≠ 0 := hz
    obtain ⟨s, hs, h⟩ : ∃ s : ℝ, s ^ 2 = 1 ∧ HasDerivAt (fun y : ℝ => |y|) s z := by
      rcases lt_or_gt_of_ne hz' with h | h
      · exact ⟨-1, by norm_num, hasDerivAt_abs_neg h⟩
      · exact ⟨1, by norm_num, hasDerivAt_abs_pos h⟩
    have h1 : deriv (trial k) z = Real.sqrt k * (Real.exp (-k * |z|) * (-k * s)) :=
      ((h.const_mul (-k)).exp.const_mul (Real.sqrt k)).deriv
    rw [h1]
    unfold trial
    linear_combination (Real.sqrt k * Real.exp (-k * |z|) * k) ^ 2 * hs
  have hkin : ∫ z, deriv (trial k) z ^ 2 = k ^ 2 := by
    rw [integral_congr_ae hd, integral_const_mul, trial_norm hk, mul_one]
  -- the potential energy is twice the contribution of the half line
  have hpot : ∫ z, cutoffCoulomb z0 z * trial k z ^ 2 =
      2 * ∫ z in Ioi (0 : ℝ), -k * (Real.exp (-(2 * k) * z) / (z + z0)) := by
    rw [← integral_comp_abs (f := fun x => -k * (Real.exp (-(2 * k) * x) / (x + z0)))]
    refine integral_congr_ae (Eventually.of_forall fun z => ?_)
    simp only [cutoffCoulomb, trial_sq hk]
    ring
  unfold energy
  rw [hkin, hpot, integral_const_mul]
  ring
```

## The logarithm in the Coulomb integral

The integrand is dominated by $e^{-az}/z_0$, which makes it integrable.

```lean
/-- For `a, z0 > 0` the function `exp(-az)/(z + z0)` is integrable over `z > 0`. -/
theorem integrableOn_coulomb {a z0 : ℝ} (ha : 0 < a) (hz0 : 0 < z0) :
    IntegrableOn (fun z => Real.exp (-a * z) / (z + z0)) (Ioi 0) := by
  refine Integrable.mono' (Integrable.const_mul (exp_neg_integrableOn_Ioi 0 ha) z0⁻¹)
    (Measurable.aestronglyMeasurable (by fun_prop)) ?_
  filter_upwards [ae_restrict_mem measurableSet_Ioi] with z hz
  have hz' : 0 < z := hz
  have hn : 0 ≤ Real.exp (-a * z) / (z + z0) := by positivity
  rw [Real.norm_of_nonneg hn, div_eq_inv_mul]
  exact mul_le_mul_of_nonneg_right (inv_anti₀ hz0 (by linarith)) (Real.exp_pos _).le
```

The estimate follows the split at $1/a$: `hlog` evaluates the logarithm, `hlow` and `hup` bound the inner part, and `ht0` and `ht1` bound the tail.

```lean
/-- For `a, z0 > 0` the integral of `exp(-az)/(z + z0)` over `z > 0` differs from
`log(1 + 1/(a z0))` by at most one. -/
theorem coulomb_integral_estimate {a z0 : ℝ} (ha : 0 < a) (hz0 : 0 < z0) :
    |(∫ z in Ioi (0 : ℝ), Real.exp (-a * z) / (z + z0)) - Real.log (1 + 1 / (a * z0))| ≤ 1 := by
  have hb : 0 < 1 / a := by positivity
  have hf := integrableOn_coulomb ha hz0
  have hf1 : IntegrableOn (fun z => Real.exp (-a * z) / (z + z0)) (Ioc 0 (1 / a)) :=
    hf.mono_set Ioc_subset_Ioi_self
  have hf2 := hf.mono_set (Ioi_subset_Ioi hb.le)
  have hfi := (intervalIntegrable_iff_integrableOn_Ioc_of_le hb.le).2 hf1
  -- split at the decay length `1/a`
  have hsplit : ∫ z in Ioi (0 : ℝ), Real.exp (-a * z) / (z + z0) =
      (∫ z in (0 : ℝ)..(1 / a), Real.exp (-a * z) / (z + z0)) +
        ∫ z in Ioi (1 / a), Real.exp (-a * z) / (z + z0) := by
    rw [intervalIntegral.integral_of_le hb.le,
      ← setIntegral_union (Ioc_disjoint_Ioi le_rfl) measurableSet_Ioi hf1 hf2,
      Ioc_union_Ioi_eq_Ioi hb.le]
  have hne : ∀ z ∈ uIcc 0 (1 / a), z + z0 ≠ 0 := by
    intro z hz
    rw [uIcc_of_le hb.le] at hz
    linarith [hz.1]
  have hi : IntervalIntegrable (fun z => 1 / (z + z0)) volume 0 (1 / a) :=
    ContinuousOn.intervalIntegrable (continuousOn_const.div (by fun_prop) hne)
  have hc : IntervalIntegrable (fun _ : ℝ => a) volume 0 (1 / a) :=
    continuous_const.intervalIntegrable _ _
  have hlog : ∫ z in (0 : ℝ)..(1 / a), 1 / (z + z0) = Real.log (1 + 1 / (a * z0)) := by
    have h : ∫ z in (0 : ℝ)..(1 / a), 1 / (z + z0) =
        Real.log (1 / a + z0) - Real.log (0 + z0) :=
      intervalIntegral.integral_eq_sub_of_hasDerivAt (f := fun z => Real.log (z + z0))
        (fun z hz => ((hasDerivAt_id' z).add_const z0).log (hne z hz)) hi
    rw [h, zero_add, ← Real.log_div (by positivity) hz0.ne']
    congr 1
    rw [add_div, div_self hz0.ne', div_div, add_comm]
  -- inner part, from `1 - az ≤ exp(-az) ≤ 1`
  have hlow : Real.log (1 + 1 / (a * z0)) - 1 ≤
      ∫ z in (0 : ℝ)..(1 / a), Real.exp (-a * z) / (z + z0) := by
    have h : ∫ z in (0 : ℝ)..(1 / a), (1 / (z + z0) - a) = Real.log (1 + 1 / (a * z0)) - 1 := by
      rw [intervalIntegral.integral_sub hi hc, hlog, intervalIntegral.integral_const,
        smul_eq_mul, sub_zero, one_div_mul_cancel ha.ne']
    rw [← h]
    refine intervalIntegral.integral_mono_on hb.le (hi.sub hc) hfi fun z hz => ?_
    have hp : 0 < z + z0 := by linarith [hz.1]
    rw [le_div_iff₀ hp, sub_mul, one_div_mul_cancel hp.ne']
    nlinarith [Real.add_one_le_exp (-a * z), mul_pos ha hz0]
  have hup : ∫ z in (0 : ℝ)..(1 / a), Real.exp (-a * z) / (z + z0) ≤
      Real.log (1 + 1 / (a * z0)) := by
    rw [← hlog]
    refine intervalIntegral.integral_mono_on hb.le hfi hi fun z hz => ?_
    have hp : 0 < z + z0 := by linarith [hz.1]
    have he : Real.exp (-a * z) ≤ 1 := Real.exp_le_one_iff.2 (by nlinarith [hz.1])
    exact div_le_div_of_nonneg_right he hp.le
  -- tail, where `1/(z + z0) ≤ a`
  have ht0 : 0 ≤ ∫ z in Ioi (1 / a), Real.exp (-a * z) / (z + z0) := by
    refine setIntegral_nonneg measurableSet_Ioi fun z hz => ?_
    have hz' : 0 < z := hb.trans hz
    positivity
  have ht1 : ∫ z in Ioi (1 / a), Real.exp (-a * z) / (z + z0) ≤ 1 := by
    calc ∫ z in Ioi (1 / a), Real.exp (-a * z) / (z + z0)
        ≤ ∫ z in Ioi (1 / a), a * Real.exp (-a * z) := by
          refine setIntegral_mono_on hf2
            (Integrable.const_mul (exp_neg_integrableOn_Ioi _ ha) a) measurableSet_Ioi
            fun z hz => ?_
          have hz' : 0 < z := hb.trans hz
          have h1 : 1 < z * a := (div_lt_iff₀ ha).1 hz
          rw [div_le_iff₀ (by positivity)]
          have h2 : 1 ≤ a * (z + z0) := by nlinarith [mul_pos ha hz0]
          nlinarith [mul_le_mul_of_nonneg_left h2 (Real.exp_pos (-a * z)).le]
      _ = Real.exp (-a * (1 / a)) := by
          rw [integral_const_mul, integral_exp_mul_Ioi (neg_lt_zero.2 ha), neg_div_neg_eq,
            ← mul_div_assoc, mul_div_cancel_left₀ _ ha.ne']
      _ ≤ 1 := Real.exp_le_one_iff.2 (by nlinarith [mul_pos ha hb])
  rw [hsplit, abs_le]
  constructor <;> linarith
```

Setting $a=2k$ and multiplying by $2k$ gives the two-sided energy estimate, valid for all positive $k$ and $z_0$.

```lean
/-- For `k, z0 > 0` the trial energy equals `k²/2 - 2k log(1 + 1/(2k z0))` up to an error of at
most `2k`. -/
theorem energy_estimate {k z0 : ℝ} (hk : 0 < k) (hz0 : 0 < z0) :
    |energy (cutoffCoulomb z0) (trial k) -
      (k ^ 2 / 2 - 2 * k * Real.log (1 + 1 / (2 * k * z0)))| ≤ 2 * k := by
  have h := coulomb_integral_estimate (a := 2 * k) (by positivity) hz0
  rw [energy_trial hk]
  rw [abs_le] at h ⊢
  constructor <;> nlinarith [h.1, h.2]
```

## The squared logarithm

The filter `𝓝[>] 0` expresses that $z_0$ decreases to zero. The statement `alg` is the energy estimate divided by $L^2$, `key` rewrites the logarithm as $L+m$, and `squeeze_zero'` concludes from the vanishing bound.

```lean
/-- With `L = log(1/z0)` and `k = cL` for a fixed `c > 0`, the trial energy divided by `L²` tends
to `c²/2 - 2c` as `z0` decreases to zero. -/
theorem energy_scaling {c : ℝ} (hc : 0 < c) :
    Tendsto (fun z0 => energy (cutoffCoulomb z0) (trial (c * Real.log (1 / z0))) /
      Real.log (1 / z0) ^ 2) (𝓝[>] 0) (𝓝 (c ^ 2 / 2 - 2 * c)) := by
  have hL : Tendsto (fun z0 : ℝ => Real.log (1 / z0)) (𝓝[>] 0) atTop :=
    (Real.tendsto_log_atTop.comp tendsto_inv_nhdsGT_zero).congr fun z => by simp
  have hy : Tendsto (fun z0 : ℝ => 2 * (c * Real.log (1 / z0))) (𝓝[>] 0) atTop :=
    (hL.const_mul_atTop hc).const_mul_atTop two_pos
  have hlog : Tendsto (fun y : ℝ => Real.log y / y) atTop (𝓝 0) :=
    Real.isLittleO_log_id_atTop.tendsto_div_nhds_zero
  have hg := (tendsto_inv_atTop_zero.add hlog).const_mul (4 * c ^ 2)
  rw [add_zero, mul_zero] at hg
  -- the energy estimate, divided by `L²`
  have alg : ∀ E L m l : ℝ, 0 < L → -l ≤ m → m ≤ 0 →
      |E - ((c * L) ^ 2 / 2 - 2 * (c * L) * (L + m))| ≤ 2 * (c * L) →
      |E / L ^ 2 - (c ^ 2 / 2 - 2 * c)| ≤
        4 * c ^ 2 * ((2 * (c * L))⁻¹ + l / (2 * (c * L))) := by
    intro E L m l hLp h1 h2 h
    have hk : 0 < c * L := mul_pos hc hLp
    have e1 : E / L ^ 2 - (c ^ 2 / 2 - 2 * c) =
        (E - (c ^ 2 / 2 - 2 * c) * L ^ 2) / L ^ 2 := by
      rw [sub_div, mul_div_cancel_right₀ _ (pow_pos hLp 2).ne']
    have e2 : 4 * c ^ 2 * ((2 * (c * L))⁻¹ + l / (2 * (c * L))) =
        2 * (c * L) * (1 + l) / L ^ 2 := by
      field_simp
      ring
    rw [e1, e2, abs_div, abs_of_pos (pow_pos hLp 2)]
    refine div_le_div_of_nonneg_right ?_ (pow_pos hLp 2).le
    have p1 : 0 ≤ c * L * (m + l) := mul_nonneg hk.le (by linarith)
    have p2 : 0 ≤ c * L * (-m) := mul_nonneg hk.le (by linarith)
    rw [abs_le] at h ⊢
    constructor <;> nlinarith [h.1, h.2]
  rw [tendsto_iff_norm_sub_tendsto_zero]
  refine squeeze_zero' (Eventually.of_forall fun _ => norm_nonneg _) ?_ (hg.comp hy)
  filter_upwards [hy.eventually_ge_atTop 2,
    Ioo_mem_nhdsGT (show (0 : ℝ) < 1 / 2 by norm_num)] with z hy2 hz
  have hz0 : 0 < z := hz.1
  have hLp : 0 < Real.log (1 / z) :=
    Real.log_pos (by rw [lt_div_iff₀ hz0]; linarith [hz.2])
  have hE := energy_estimate (mul_pos hc hLp) hz0
  have key : ∀ y : ℝ, 0 < y →
      Real.log (1 + 1 / (y * z)) = Real.log (1 / z) + Real.log (z + 1 / y) := by
    intro y hy0
    rw [← Real.log_mul (by positivity) (by positivity)]
    congr 1
    field_simp
  have hyp : 0 < 2 * (c * Real.log (1 / z)) := by linarith
  rw [key _ hyp] at hE
  have hinv : 0 < 1 / (2 * (c * Real.log (1 / z))) := one_div_pos.2 hyp
  have hhalf := one_div_le_one_div_of_le two_pos hy2
  have hm := Real.log_le_log hinv (le_add_of_nonneg_left hz0.le)
  rw [one_div (2 * (c * Real.log (1 / z))), Real.log_inv, ← one_div] at hm
  exact alg _ _ _ _ hLp hm (Real.log_nonpos (by linarith) (by linarith [hz.2])) hE
```

The main result is the case $c=2$.

```lean
/-- With `L = log(1/z0)`, the energy of the trial state with `k = 2L`, divided by `L²`, tends to
`-2` as the cut-off `z0` decreases to zero. -/
theorem energy_log_sq_divergence :
    Tendsto (fun z0 => energy (cutoffCoulomb z0) (trial (2 * Real.log (1 / z0))) /
      Real.log (1 / z0) ^ 2) (𝓝[>] 0) (𝓝 (-2)) := by
  have h := energy_scaling (c := 2) two_pos
  rwa [show (2 : ℝ) ^ 2 / 2 - 2 * 2 = -2 by norm_num] at h
```

Because the limit is $-2$, the energy eventually lies below $-CL^2$ for any $C<2$. With the variational principle, this is the sense in which binding diverges at least as the squared logarithm in this model.

```lean
/-- For every `C < 2` and all sufficiently small cut-offs `z0 > 0`, the trial state with
`k = 2 log(1/z0)` has energy below `-C log(1/z0)²`. -/
theorem binding_at_least_log_sq {C : ℝ} (hC : C < 2) :
    ∀ᶠ z0 in 𝓝[>] (0 : ℝ), energy (cutoffCoulomb z0) (trial (2 * Real.log (1 / z0))) <
      -C * Real.log (1 / z0) ^ 2 := by
  filter_upwards [energy_log_sq_divergence.eventually (gt_mem_nhds (show -2 < -C by linarith)),
    Ioo_mem_nhdsGT (zero_lt_one' ℝ)] with z h hz
  have hLp : 0 < Real.log (1 / z) :=
    Real.log_pos (by rw [lt_div_iff₀ hz.1]; linarith [hz.2])
  exact (div_lt_iff₀ (pow_pos hLp 2)).1 h
```

The last theorem bounds the exponential family from below, for every $k>0$ and not only for $k$ proportional to $L$. Here `h1` separates $k$ from $z_0$, and the final `nlinarith` completes the square. States of other shapes are not covered by this bound.

```lean
/-- For `z0 > 0`, every exponential trial state with `k > 0` has energy at least
`-2 (log(1 + 1/z0) + 1)² - 1`. -/
theorem trial_energy_lower_bound {k z0 : ℝ} (hk : 0 < k) (hz0 : 0 < z0) :
    -2 * (Real.log (1 + 1 / z0) + 1) ^ 2 - 1 ≤ energy (cutoffCoulomb z0) (trial k) := by
  have hE := (abs_le.1 (energy_estimate hk hz0)).1
  have hu : 0 < 1 / (2 * k) := by positivity
  have hv : 0 < 1 / z0 := by positivity
  -- separate the dependence on `k` from that on `z0`
  have h1 : Real.log (1 + 1 / (2 * k * z0)) ≤ Real.log (1 + 1 / z0) + 1 / (2 * k) := by
    have e : 1 / (2 * k * z0) = 1 / (2 * k) * (1 / z0) := by field_simp
    have h2 : Real.log (1 + 1 / (2 * k * z0)) ≤
        Real.log ((1 + 1 / z0) * (1 + 1 / (2 * k))) :=
      Real.log_le_log (by positivity) (by rw [e]; nlinarith)
    rw [Real.log_mul (by positivity) (by positivity)] at h2
    linarith [Real.log_le_sub_one_of_pos (show 0 < 1 + 1 / (2 * k) by positivity)]
  have h3 := mul_le_mul_of_nonneg_left h1 (show 0 ≤ 2 * k by positivity)
  rw [mul_add, mul_one_div_cancel (show 2 * k ≠ 0 by positivity)] at h3
  -- complete the square in `k`
  nlinarith [sq_nonneg (k - 2 * (Real.log (1 + 1 / z0) + 1))]

end

end CutoffCoulombExciton
```

```lean
#print axioms CutoffCoulombExciton.energy_log_sq_divergence
#print axioms CutoffCoulombExciton.binding_at_least_log_sq
#print axioms CutoffCoulombExciton.trial_energy_lower_bound
```

```
'CutoffCoulombExciton.energy_log_sq_divergence' depends on axioms: [propext, Classical.choice, Quot.sound]
'CutoffCoulombExciton.binding_at_least_log_sq' depends on axioms: [propext, Classical.choice, Quot.sound]
'CutoffCoulombExciton.trial_energy_lower_bound' depends on axioms: [propext, Classical.choice, Quot.sound]
```
